# The d weight in the ground state of a two-level d–ligand model with nonzero hopping

The theorem `groundState_weight` concerns a real two-level Hamiltonian with a d level at energy `d + v`, a ligand level at zero and a nonzero hopping `t` between them. It says that in any normalised real ground state `ψ` the weight on the d level, `ψ 0 ^ 2`, equals (1 − (d + v)/√((d + v)² + 4t²))/2. The proof first puts all the amplitude on one level at a time, which shows that the ground-state energy `E` lies at or below both level energies. With the eigenvalue equations this identifies the square root as `d + v - 2 * E`, and the weight then follows by algebra.

This version doesn't compile in Lean 4 with Mathlib:

```lean
import Mathlib

open Matrix

namespace GroundStateWeight

noncomputable section

/-- The two-level Hamiltonian with d level at `d + v`, ligand level at zero and hopping `t`. -/
def dimer (d t v : ℝ) : Matrix (Fin 2) (Fin 2) ℝ := !![d + v, t; t, 0]

/-- `ψ` is a normalised real eigenvector of `H` with energy `E`, and `E` bounds the energy of every
normalised real vector from below. -/
def IsGroundState {n : Type*} [Fintype n] (H : Matrix n n ℝ) (E : ℝ) (ψ : n → ℝ) : Prop :=
  ψ ⬝ᵥ ψ = 1 ∧ H *ᵥ ψ = E • ψ ∧ ∀ φ : n → ℝ, E * (φ ⬝ᵥ φ) ≤ φ ⬝ᵥ (H *ᵥ φ)

/-- The closed formula for the d weight of the lower state, for `t ≠ 0`. -/
def dWeight (d t v : ℝ) : ℝ := (1 - (d + v) / √((d + v) ^ 2 + 4 * t ^ 2)) / 2

/-- The action of the two-level Hamiltonian on a pair of amplitudes. -/
lemma dimer_mulVec (d t v : ℝ) (φ : Fin 2 → ℝ) :
    dimer d t v *ᵥ φ = ![(d + v) * φ 0 + t * φ 1, t * φ 0] := by
  ext i
  fin_cases i <;> simp [dimer, Matrix.mulVec, dotProduct, Fin.sum_univ_two]

/-- The eigenvalue equations of a two-level ground state, written in amplitudes. -/
lemma amplitude_equations {d t v E : ℝ} {ψ : Fin 2 → ℝ}
    (h : IsGroundState (dimer d t v) E ψ) :
    ψ 0 * ψ 0 + ψ 1 * ψ 1 = 1 ∧ (d + v) * ψ 0 + t * ψ 1 = E * ψ 0 ∧ t * ψ 0 = E * ψ 1 := by
  obtain ⟨h0, h1, -⟩ := h
  rw [dimer_mulVec] at h1
  rw [dotProduct, Fin.sum_univ_two] at h0
  exact ⟨h0, congrFun h1 0, congrFun h1 1⟩

/-- For nonzero hopping, the squared d amplitude of any ground state is `dWeight`. -/
theorem groundState_weight {d t v E : ℝ} {ψ : Fin 2 → ℝ} (ht : t ≠ 0)
    (h : IsGroundState (dimer d t v) E ψ) : ψ 0 ^ 2 = dWeight d t v := by
  obtain ⟨h0, h1, h2⟩ := amplitude_equations h
  -- trial states on a single site bound the energy by both site levels
  have e0 : E ≤ 0 := by
    simpa [dimer_mulVec, dotProduct, Fin.sum_univ_two] using h.2.2 ![0, 1]
  have e1 : E ≤ d + v := by
    simpa [dimer_mulVec, dotProduct, Fin.sum_univ_two] using h.2.2 ![1, 0]
  have hc : E ^ 2 - (d + v) * E = t ^ 2 := by
    linear_combination (-(ψ 0 * E) - ψ 1 * t) * h1 + (-(ψ 0 * t) - ψ 1 * (E - (d + v))) * h2
      - (E ^ 2 - (d + v) * E - t ^ 2) * h0
  have hs : √((d + v) ^ 2 + 4 * t ^ 2) = d + v - 2 * E := by
    rw [show (d + v) ^ 2 + 4 * t ^ 2 = (d + v - 2 * E) ^ 2 by linear_combination (-4) * hc]
    exact Real.sqrt_sq (by linarith)
  have hpos : 0 < d + v - 2 * E := by
    rw [← hs]
    exact Real.sqrt_pos.mpr (by positivity)
  have hq : (d + v) / (d + v - 2 * E) = 1 - 2 * ψ 0 ^ 2 := by
    rw [div_eq_iff hpos.ne']
    linear_combination 2 * (ψ 0 * h1 - ψ 1 * h2 - E * h0)
  rw [dWeight, hs, hq]
  ring

end

end GroundStateWeight
```

The error:

```
Main.lean:41:4: error: Type mismatch: After simplification, term
  h.right.right ![0, 1]
 has type
  @LE.le ℝ Real.instLE E (dimer d t v 1 1)
but is expected to have type
  @LE.le ℝ Real.instLE E 0
Main.lean:43:4: error: Type mismatch: After simplification, term
  h.right.right ![1, 0]
 has type
  @LE.le ℝ Real.instLE E (dimer d t v 0 0)
but is expected to have type
  @LE.le ℝ Real.instLE E (d + v)
```

After these edits no error is left:

```diff
@@ -39,7 +39,7 @@
   -- trial states on a single site bound the energy by both site levels
   have e0 : E ≤ 0 := by
-    simpa [dimer_mulVec, dotProduct, Fin.sum_univ_two] using h.2.2 ![0, 1]
+    simpa [dimer, Matrix.mulVec, dotProduct, Fin.sum_univ_two] using h.2.2 ![0, 1]
   have e1 : E ≤ d + v := by
-    simpa [dimer_mulVec, dotProduct, Fin.sum_univ_two] using h.2.2 ![1, 0]
+    simpa [dimer, Matrix.mulVec, dotProduct, Fin.sum_univ_two] using h.2.2 ![1, 0]
   have hc : E ^ 2 - (d + v) * E = t ^ 2 := by
     linear_combination (-(ψ 0 * E) - ψ 1 * t) * h1 + (-(ψ 0 * t) - ψ 1 * (E - (d + v))) * h2
```

Both errors come from the single-level trial vectors. In each, `simpa` reduces the energy bound to `E` ≤ a diagonal entry of the Hamiltonian, `dimer d t v 1 1` or `dimer d t v 0 0`, where the goals have `0` and `d + v`. These are the right values, but `dimer` is a definition that `simp` was not told to unfold, so the entries stay as they are and the two sides don't match.

The lemma `dimer_mulVec` was meant to prevent this by replacing the whole product `dimer d t v *ᵥ φ` with explicit amplitudes. Had it been applied, no `dimer` would be left. With the concrete vectors `![0, 1]` and `![1, 0]`, other simplification rules evaluated the product first, and the lemma had nothing left to match. The messages don't say which rules these were.

The repair replaces `dimer_mulVec` with `dimer` and `Matrix.mulVec` in both calls. Unfolding `dimer` lets `simp` read off the entries as `0` and `d + v`, and `Matrix.mulVec` lets it expand the product from its definition, so the proof no longer depends on which rule gets there first.
